# Time reversal of a spin one-half: \(U\overline{\sigma_a}=-\sigma_aU\) for all three axes exactly when \(U\) is a multiple of \(\sigma_y\)

## An electron spin run backwards

Film a moving electron and run the film backwards. Each frame shows the same position as before, but the momentum that goes with it changes sign, and so does every angular momentum, including the spin. An operator \(\Theta\) that represents this reversal on two-component spinors must therefore turn each spin component into its negative. The spin components are \(\tfrac{\hbar}{2}\sigma_a\) with \(a=x,y,z\), where

\[
\sigma_x=\begin{pmatrix}0&1\\1&0\end{pmatrix},\qquad
\sigma_y=\begin{pmatrix}0&-i\\i&0\end{pmatrix},\qquad
\sigma_z=\begin{pmatrix}1&0\\0&-1\end{pmatrix}.
\]

The positive factor \(\hbar/2\) plays no part in a change of sign, so the Pauli matrices suffice.

Time reversal is antilinear: it conjugates complex coefficients, which turns a phase \(e^{-iEt/\hbar}\) into \(e^{iEt/\hbar}\). In a fixed basis, an antilinear operator on spinors has the form

\[
\Theta\psi=U\overline{\psi},
\]

where the bar conjugates each component and \(U\) is a complex \(2\times2\) matrix. The question is which matrices \(U\) are allowed by the demand

\[
\Theta\sigma_a\psi=-\sigma_a\Theta\psi\qquad\text{for every axis } a \text{ and every spinor } \psi .
\]

## The allowed matrices and their consequences

The demand on \(\Theta\) is equivalent to the matrix relations \(U\overline{\sigma_a}=-\sigma_aU\) for \(a=x,y,z\), and these hold if and only if \(U=c\,\sigma_y\) for some complex number \(c\). Three consequences follow for such a \(U\).

- If \(U\) is unitary, then \(U\overline{U}=-1\), and \(\Theta^2\psi=-\psi\) for every spinor.
- Each spinor is orthogonal to its partner \(\Theta\psi\), whether or not \(U\) is unitary.
- If \(U\) is unitary, a Hermitian \(2\times2\) Hamiltonian commutes with \(\Theta\) if and only if it is a real multiple of the identity.

The last item is Kramers degeneracy for one isolated spin one-half, whose two levels must coincide. The general theorem concerns any Hamiltonian that commutes with a time reversal of square \(-1\), such as that of an odd number of electrons with orbital motion and interactions in the absence of a magnetic field, and needs an argument beyond these \(2\times2\) matrices.

For a single spin with no other degrees of freedom, the result says that a splitting of the two levels requires a term that breaks time reversal, such as the Zeeman coupling to a fixed external field. In electronic-structure work, the time-reversed partner of a two-component spinor orbital is formed in the same way: both components, now complex functions of position, are conjugated, and \(\sigma_y\) is then applied, up to a phase fixed by convention.

## From operators to matrices

Label the spinor components and matrix entries by 0 and 1. For any \(2\times2\) matrices \(A\) and \(B\),

\[
\Theta(A\psi)=U\,\overline{A\psi}=U\overline{A}\,\overline{\psi},\qquad
B\,\Theta\psi=BU\,\overline{\psi}.
\]

If \(U\overline{A}=BU\), the two agree for every \(\psi\). Conversely, if they agree for every \(\psi\), choose \(\psi\) so that \(\overline\psi\) is a basis vector. This picks out one column on each side, and the two basis vectors together give \(U\overline{A}=BU\). Setting \(A=\sigma_a\) and \(B=-\sigma_a\) gives the matrix relations above.

## Solving for the four entries

Write \(U_{ij}\) for the entries of \(U\). Since \(\sigma_z\) is real, its relation reads

\[
\begin{pmatrix}U_{00}&-U_{01}\\U_{10}&-U_{11}\end{pmatrix}
=\begin{pmatrix}-U_{00}&-U_{01}\\U_{10}&U_{11}\end{pmatrix},
\]

so \(U_{00}=U_{11}=0\). The upper left entry of the \(\sigma_x\) relation is \(U_{01}=-U_{10}\). Hence

\[
U=U_{10}\begin{pmatrix}0&-1\\1&0\end{pmatrix}=-i\,U_{10}\,\sigma_y ,
\]

and \(c=-i\,U_{10}\).

Conversely, let \(U=c\,\sigma_y\). The matrices \(\sigma_x\) and \(\sigma_z\) are real and anticommute with \(\sigma_y\), which gives their relations. For the y axis, \(\overline{\sigma_y}=-\sigma_y\), so both sides equal \(-c\,\sigma_y^2\).

## The minus sign and the orthogonal partner

For \(U=c\,\sigma_y\), the Hermiticity of \(\sigma_y\) gives

\[
\overline{U}=\overline{c}\,\overline{\sigma_y}=-\overline{c}\,\sigma_y=-U^\dagger .
\]

If \(U\) is unitary, then \(U\overline{U}=-UU^\dagger=-1\). Applying \(\Theta\) twice gives

\[
\Theta^2\psi=U\,\overline{U\overline{\psi}}=U\overline{U}\,\psi=-\psi .
\]

For the orthogonality, let \(\psi\) have components \(\psi_0,\psi_1\). Then \(\Theta\psi\) has components \(-ic\,\overline{\psi_1}\) and \(ic\,\overline{\psi_0}\), and

\[
\langle\psi,\Theta\psi\rangle=-ic\,\overline{\psi_0}\,\overline{\psi_1}+ic\,\overline{\psi_1}\,\overline{\psi_0}=0 .
\]

## Hamiltonians that commute with \(\Theta\)

Let \(H\) be Hermitian, so that \(\overline{H}=H^{T}\). By the passage from operators to matrices, \(H\) commutes with \(\Theta\) exactly when \(UH^{T}=HU\). Put \(k=ic\), which is nonzero because a unitary \(U\) cannot vanish. The two sides are

\[
\begin{pmatrix}-kH_{01}&-kH_{11}\\kH_{00}&kH_{10}\end{pmatrix}
=\begin{pmatrix}kH_{01}&-kH_{00}\\kH_{11}&-kH_{10}\end{pmatrix}.
\]

The upper row gives \(H_{01}=0\) and \(H_{11}=H_{00}\). Hermiticity then gives \(H_{10}=\overline{H_{01}}=0\) and makes \(H_{00}\) real, so \(H=E\cdot1\) with \(E=H_{00}\). In the other direction, a real multiple of the identity is unchanged by conjugation and commutes with \(U\).

## Plain conjugation does not reverse the spin

Take \(U=1\), so that \(\Theta\psi=\overline\psi\). This \(U\) is unitary but is not a multiple of \(\sigma_y\): it leaves \(\sigma_x\) and \(\sigma_z\) alone and reverses only \(\sigma_y\). Now \(U\overline{U}=+1\), and the real Hamiltonian \(\sigma_z\) commutes with \(\Theta\) although its levels \(+1\) and \(-1\) are distinct. For this particular \(U\), both the minus sign and the forced degeneracy are lost.

Unitarity matters too: \(U=2\sigma_y\) satisfies all three spin relations, but \(U\overline{U}=-4\).

## How the Lean statements express the physics

A spinor is a function `Fin 2 → ℂ`, with no normalisation imposed. The family `pauli` is indexed by `Fin 3`, with 0, 1, 2 for x, y, z, so `pauli 1` is \(\sigma_y\). The operator \(\Theta\) is `timeReversal U`, and `ReversesSpin U` is the demand that it anticommute with all three Pauli matrices on every spinor.

Three uses of `star` need to be kept apart. On a spinor, `star ψ` conjugates the components. For a matrix, `U.map star` conjugates the entries and is \(\overline{U}\), while `star U` is the adjoint \(U^\dagger\). The product `⬝ᵥ` does not conjugate anything, so the inner product is written `star ψ ⬝ᵥ timeReversal U ψ`.

The characterisation appears as `conj_pauli_iff` for the matrix relations and as `reversesSpin_iff` for the operator. Both allow \(c=0\), since the zero matrix satisfies the relations trivially. The theorem `timeReversal_sq` adds membership in `Matrix.unitaryGroup (Fin 2) ℂ` and concludes both \(U\overline{U}=-1\) and \(\Theta^2\psi=-\psi\). Unitarity expresses that time reversal preserves the norm of a state, and it restricts \(c\) to a phase without selecting one.

In `kramers_spin_half`, the Hamiltonian is a matrix with `H.IsHermitian`, and the conclusion provides a real number `E`, the common energy of both levels. The antilinear form of \(\Theta\) and the reversal of spin are taken as the description of time reversal; they are not derived from an equation of motion. The model contains no orbital motion and no second particle.

## The complete file

```lean
import Mathlib

open Matrix
open Complex (I I_sq)

namespace SpinHalfTimeReversal

noncomputable section

/-- The Pauli matrices; the indices 0, 1, 2 stand for the axes x, y, z. -/
def pauli : Fin 3 → Matrix (Fin 2) (Fin 2) ℂ :=
  ![!![0, 1; 1, 0], !![0, -I; I, 0], !![1, 0; 0, -1]]

/-- The antilinear operator that conjugates the components of a spinor and then applies `U`. -/
def timeReversal (U : Matrix (Fin 2) (Fin 2) ℂ) (ψ : Fin 2 → ℂ) : Fin 2 → ℂ :=
  U *ᵥ star ψ

/-- The antilinear operator built from `U` anticommutes with all three spin components. -/
def ReversesSpin (U : Matrix (Fin 2) (Fin 2) ℂ) : Prop :=
  ∀ a, ∀ ψ, timeReversal U (pauli a *ᵥ ψ) = (-pauli a) *ᵥ timeReversal U ψ

/-- The entries of a multiple of the y Pauli matrix. -/
theorem smul_pauli_y (c : ℂ) : c • pauli 1 = !![0, -(c * I); c * I, 0] := by
  ext i j
  fin_cases i <;> fin_cases j <;> simp [pauli]

/-- Conjugating the components of `A ψ` amounts to conjugating both `A` and `ψ`. -/
theorem star_mulVec_eq (A : Matrix (Fin 2) (Fin 2) ℂ) (ψ : Fin 2 → ℂ) :
    star (A *ᵥ ψ) = A.map star *ᵥ star ψ := by
  ext i
  simp only [Matrix.mulVec, dotProduct, Pi.star_apply, star_sum, star_mul', Matrix.map_apply]

/-- Moving the antilinear operator past `A` turns it into `B` on every spinor exactly when
`U conj(A) = B U`. -/
theorem intertwines_iff (U A B : Matrix (Fin 2) (Fin 2) ℂ) :
    (∀ ψ, timeReversal U (A *ᵥ ψ) = B *ᵥ timeReversal U ψ) ↔ U * A.map star = B * U := by
  simp only [timeReversal, star_mulVec_eq, Matrix.mulVec_mulVec]
  constructor
  · intro h
    ext i j
    -- test the operator identity on the basis spinors
    have h1 := h (star (Pi.single j 1))
    rw [star_star] at h1
    have h2 := congrFun h1 i
    simpa using h2
  · intro h ψ
    rw [h]

/-- A matrix satisfies `U conj(σ_a) = -σ_a U` for all three axes if and only if it is a scalar
multiple of the y Pauli matrix. -/
theorem conj_pauli_iff (U : Matrix (Fin 2) (Fin 2) ℂ) :
    (∀ a, U * (pauli a).map star = (-pauli a) * U) ↔ ∃ c : ℂ, U = c • pauli 1 := by
  constructor
  · intro h
    -- the z relation removes the diagonal, the x relation ties the other two entries
    have h00 : U 0 0 = 0 := by
      have e := congrFun (congrFun (h 2) 0) 0
      simp [pauli, Matrix.mul_apply, Fin.sum_univ_two] at e
      first
        | exact e
        | linear_combination (1 / 2) * e
    have h11 : U 1 1 = 0 := by
      have e := congrFun (congrFun (h 2) 1) 1
      simp [pauli, Matrix.mul_apply, Fin.sum_univ_two] at e
      first
        | exact e
        | linear_combination (-1 / 2) * e
    have h01 : U 0 1 = -U 1 0 := by
      have e := congrFun (congrFun (h 0) 0) 0
      simpa [pauli, Matrix.mul_apply, Fin.sum_univ_two] using e
    refine ⟨-I * U 1 0, ?_⟩
    rw [smul_pauli_y]
    ext i j
    fin_cases i <;> fin_cases j <;> simp [h00, h11, h01]
    all_goals first
      | linear_combination (U 1 0) * I_sq
      | linear_combination (-U 1 0) * I_sq
  · rintro ⟨c, rfl⟩ a
    rw [smul_pauli_y]
    fin_cases a <;> ext i j <;> fin_cases i <;> fin_cases j <;>
      simp [pauli, Matrix.mul_apply, Fin.sum_univ_two] <;> ring

/-- The antilinear operator built from `U` reverses every spin component if and only if `U` is a
scalar multiple of the y Pauli matrix. -/
theorem reversesSpin_iff (U : Matrix (Fin 2) (Fin 2) ℂ) :
    ReversesSpin U ↔ ∃ c : ℂ, U = c • pauli 1 :=
  (forall_congr' fun a => intertwines_iff U (pauli a) (-pauli a)).trans (conj_pauli_iff U)

/-- The y Pauli matrix is unitary and reverses every spin component. -/
theorem pauli_y_witness :
    pauli 1 ∈ Matrix.unitaryGroup (Fin 2) ℂ ∧ ReversesSpin (pauli 1) := by
  refine ⟨?_, (reversesSpin_iff _).2 ⟨1, (one_smul _ _).symm⟩⟩
  rw [Matrix.mem_unitaryGroup_iff]
  ext i j
  fin_cases i <;> fin_cases j <;>
    simp [pauli, Matrix.mul_apply, Fin.sum_univ_two, Matrix.star_apply]

/-- A unitary `U` that reverses every spin component satisfies `U conj(U) = -1`, and the
corresponding time reversal applied twice changes the sign of every spinor. -/
theorem timeReversal_sq {U : Matrix (Fin 2) (Fin 2) ℂ}
    (hU : U ∈ Matrix.unitaryGroup (Fin 2) ℂ) (h : ReversesSpin U) :
    U * U.map star = -1 ∧ ∀ ψ, timeReversal U (timeReversal U ψ) = -ψ := by
  have key : U * U.map star = -1 := by
    obtain ⟨c, hc⟩ := (reversesSpin_iff U).1 h
    -- for a multiple of σ_y the conjugate is minus the adjoint
    have hs : U.map star = -star U := by
      rw [hc, smul_pauli_y]
      ext i j
      fin_cases i <;> fin_cases j <;> simp [Matrix.star_apply]
    rw [hs, mul_neg, Matrix.mem_unitaryGroup_iff.1 hU]
  refine ⟨key, fun ψ => ?_⟩
  simp only [timeReversal, star_mulVec_eq, star_star, Matrix.mulVec_mulVec]
  rw [key, Matrix.neg_mulVec, Matrix.one_mulVec]

/-- If the antilinear operator reverses every spin component, it sends each spinor to an
orthogonal one. -/
theorem orthogonal_partner {U : Matrix (Fin 2) (Fin 2) ℂ} (h : ReversesSpin U)
    (ψ : Fin 2 → ℂ) : star ψ ⬝ᵥ timeReversal U ψ = 0 := by
  obtain ⟨c, rfl⟩ := (reversesSpin_iff U).1 h
  rw [smul_pauli_y]
  simp only [timeReversal, dotProduct, Matrix.mulVec, Fin.sum_univ_two, Pi.star_apply,
    Matrix.of_apply, Matrix.cons_val_zero, Matrix.cons_val_one]
  ring

/-- A Hermitian Hamiltonian of one spin one-half commutes with time reversal if and only if it is
a real multiple of the identity. -/
theorem kramers_spin_half {U H : Matrix (Fin 2) (Fin 2) ℂ}
    (hU : U ∈ Matrix.unitaryGroup (Fin 2) ℂ) (h : ReversesSpin U) (hH : H.IsHermitian) :
    (∀ ψ, timeReversal U (H *ᵥ ψ) = H *ᵥ timeReversal U ψ) ↔
      ∃ E : ℝ, H = (E : ℂ) • (1 : Matrix (Fin 2) (Fin 2) ℂ) := by
  rw [intertwines_iff]
  constructor
  · intro hc
    obtain ⟨c, rfl⟩ := (reversesSpin_iff U).1 h
    have hc0 : c ≠ 0 := by
      rintro rfl
      simp [Matrix.mem_unitaryGroup_iff] at hU
    have hcI : c * I ≠ 0 := mul_ne_zero hc0 Complex.I_ne_zero
    -- for a Hermitian matrix the conjugate is the transpose
    have hT : H.map star = Hᵀ := by
      ext i j
      exact hH.apply j i
    rw [hT, smul_pauli_y] at hc
    have e0 : -(c * I) * H 0 1 = H 0 1 * (c * I) := by
      simpa [Matrix.mul_apply, Fin.sum_univ_two] using congrFun (congrFun hc 0) 0
    have e1 : -(c * I) * H 1 1 = H 0 0 * -(c * I) := by
      simpa [Matrix.mul_apply, Fin.sum_univ_two] using congrFun (congrFun hc 0) 1
    have h01 : H 0 1 = 0 := mul_left_cancel₀ hcI (by linear_combination (-1 / 2) * e0)
    have h11 : H 1 1 = H 0 0 := mul_left_cancel₀ hcI (by linear_combination -e1)
    have h10 : H 1 0 = 0 := by rw [← hH.apply 1 0, h01, star_zero]
    have hr : ((H 0 0).re : ℂ) = H 0 0 := Complex.conj_eq_iff_re.mp (hH.apply 0 0)
    refine ⟨(H 0 0).re, ?_⟩
    rw [hr]
    ext i j
    fin_cases i <;> fin_cases j <;> simp [h01, h10, h11]
  · rintro ⟨E, rfl⟩
    have hE : ((E : ℂ) • (1 : Matrix (Fin 2) (Fin 2) ℂ)).map star = (E : ℂ) • 1 := by
      ext i j
      fin_cases i <;> fin_cases j <;> simp
    rw [hE, mul_smul_comm, smul_mul_assoc, mul_one, one_mul]

end

end SpinHalfTimeReversal
```

```lean
#print axioms SpinHalfTimeReversal.timeReversal_sq
#print axioms SpinHalfTimeReversal.orthogonal_partner
#print axioms SpinHalfTimeReversal.kramers_spin_half
```

```
'SpinHalfTimeReversal.timeReversal_sq' depends on axioms: [propext, Classical.choice, Quot.sound]
'SpinHalfTimeReversal.orthogonal_partner' depends on axioms: [propext, Classical.choice, Quot.sound]
'SpinHalfTimeReversal.kramers_spin_half' depends on axioms: [propext, Classical.choice, Quot.sound]
```

## How the proof follows the calculation

**Operators and matrices.** The lemma `smul_pauli_y` writes out the entries of \(c\,\sigma_y\), and `star_mulVec_eq` states that \(\overline{A\psi}=\overline{A}\,\overline{\psi}\). With the latter, `intertwines_iff` turns both sides of the operator identity into a matrix acting on \(\overline\psi\). Its forward direction inserts `star (Pi.single j 1)`, the conjugate of a basis vector. The two conjugations cancel by `star_star`, and component `i` of the result is the \((i,j)\) entry of the matrix identity.

**The characterisation.** In `conj_pauli_iff`, the steps `h00` and `h11` read the diagonal entries of the z relation, `h 2`, and `h01` reads the upper left entry of the x relation, `h 0`. The proof then supplies the constant `-I * U 1 0`, the value of \(c\) found above, and compares entries using \(i^2=-1\). The y relation is not needed in this direction. For the converse, Lean checks all entries for all three axes, where the calculation by hand used anticommutation. The theorem `reversesSpin_iff` joins this result to `intertwines_iff`, applied once for each axis.

**A unitary example.** The theorem `pauli_y_witness` takes \(c=1\) and checks that \(\sigma_y\) is unitary, so the theorems about unitary spin-reversing matrices do apply to something.

**The square and the partner.** In `timeReversal_sq`, the step `hs` is \(\overline{U}=-U^\dagger\), proved entry by entry. Substituting it and using \(UU^\dagger=1\) gives `key`, from which the statement about \(\Theta^2\) follows by conjugating twice. In `orthogonal_partner`, the inner product is expanded into its two terms, and `ring` cancels them.

**The Hamiltonian.** The proof of `kramers_spin_half` first replaces commutation by its matrix form. Unitarity enters only through `hc0`, which excludes \(c=0\), and `hT` is \(\overline{H}=H^T\). The steps `e0` and `e1` are the two entries of the upper row displayed earlier; cancelling the nonzero factor \(ic\) yields `h01` and `h11`. Hermiticity supplies `h10` and, in `hr`, the reality of \(H_{00}\). The reverse direction uses `hE`, which says that conjugation leaves a real multiple of the identity unchanged.
